# Adding a momentum double commutator puts the Caldeira–Leggett generator in Lindblad form

Q: You describe a damped particle, yet I see no Hilbert space and no $[x,p]=i$. What are position and momentum here?

A: They are self-adjoint elements $x,p$ of a complex star-algebra `A`, and no commutation relation is imposed. The state $r$ and the Hamiltonian $H$ lie in the same algebra. Matrices qualify, including $x$ and $p$ truncated to a finite basis. So do unbounded operators, if all of them belong to a common star-algebra. Whether the equation of motion has solutions is not addressed.

```lean
import Mathlib

open Complex (I)

namespace CaldeiraLeggettLindblad

noncomputable section

variable {A : Type*} [Ring A] [Algebra ℂ A]

/-- The commutator `[u, v] = uv - vu`. -/
def comm (u v : A) : A := u * v - v * u
```

Q: Is the Caldeira–Leggett generator defined so that the answer comes out right?

A: No, it is written in its textbook form, without any jump operator. With $\hbar=1$, mass $m$, damping rate $\gamma$ and thermal energy $\theta=k_BT$, it reads
$$-i[H,r]-i\gamma[x,pr+rp]-2m\gamma\theta[x,[x,r]].$$
The second term is friction and the third is thermal noise. In this convention, and with $[x,p]=i$, friction damps the mean momentum at the rate $2\gamma$. Both terms are postulated; no bath is integrated out.

```lean
/-- The Caldeira-Leggett generator with `ħ = 1`, mass `m`, damping rate `γ` and thermal energy `θ`:
`-i[H, r] - iγ[x, pr + rp] - 2mγθ[x, [x, r]]`. -/
def caldeiraLeggett (m γ θ : ℝ) (H x p r : A) : A :=
  (-I) • comm H r - (I * γ) • comm x (p * r + r * p)
    - (2 * m * γ * θ : ℂ) • comm x (comm x r)
```

The jump operator is $L=ax+ibp$ with real $a,b$.

```lean
/-- The jump operator `L = ax + ibp`, linear in position and momentum. -/
def jump (a b : ℝ) (x p : A) : A := (a : ℂ) • x + (I * b) • p
```

Q: And "Lindblad form"?

A: It means the explicit expression $-i[H,r]+LrL^*-\tfrac12(L^*Lr+rL^*L)$. Lindblad's theorem on which generators are admissible is not proved. `H` may be any element; physically one takes it self-adjoint.

```lean
variable [StarRing A]

/-- The dissipator `L r L* - (L*L r + r L*L)/2` of a jump operator `L`. -/
def dissipator (L r : A) : A :=
  L * r * star L - (1 / 2 : ℂ) • (star L * L * r + r * (star L * L))

/-- The Lindblad generator with Hamiltonian `H` and a single jump operator `L`. -/
def lindblad (H L r : A) : A := (-I) • comm H r + dissipator L r
```

Q: Show me the algebra.

A: Self-adjointness gives $L^*=ax-ibp$. `StarModule` supplies the conjugation of scalars.

```lean
/-- For self-adjoint `x` and `p`, the adjoint of `ax + ibp` is `ax - ibp`. -/
theorem star_jump [StarModule ℂ A] (a b : ℝ) {x p : A}
    (hx : IsSelfAdjoint x) (hp : IsSelfAdjoint p) :
    star (jump a b x p) = (a : ℂ) • x - (I * b) • p := by
  simp only [jump, star_add, star_smul, hx.star_eq, hp.star_eq, Complex.star_def, map_mul,
    Complex.conj_ofReal, Complex.conj_I]
  module
```

Then
$$LrL^*=a^2xrx+b^2prp+iab(prx-xrp),$$
$$L^*L=a^2x^2+b^2p^2+iab(xp-px).$$
The $a^2$ terms of the dissipator are $xrx-\tfrac12(x^2r+rx^2)=-\tfrac12[x,[x,r]]$, and the $b^2$ terms are the same with $p$. The coefficient of $iab$ is
$$prx-xrp-\tfrac12(xpr-pxr+rxp-rpx).$$
Expanding $-[x,pr+rp]+\tfrac12[xp+px,r]$ gives the same six terms. Hence the dissipator equals
$$-\tfrac{a^2}{2}[x,[x,r]]-\tfrac{b^2}{2}[p,[p,r]]-iab[x,pr+rp]+\tfrac{iab}{2}[xp+px,r].$$
In the proof, `simp only` expands the products and `module` compares coefficients, once $b^2$ has been rewritten as $-(ib)^2$.

```lean
/-- For self-adjoint `x` and `p`, the dissipator of `ax + ibp` is the sum of position and momentum
double commutators, a damping term and a commutator with `xp + px`. -/
theorem dissipator_jump [StarModule ℂ A] (a b : ℝ) {x p : A}
    (hx : IsSelfAdjoint x) (hp : IsSelfAdjoint p) (r : A) :
    dissipator (jump a b x p) r =
      -((a ^ 2 / 2 : ℂ) • comm x (comm x r)) - (b ^ 2 / 2 : ℂ) • comm p (comm p r)
        - (I * (a * b)) • comm x (p * r + r * p)
        + (I * (a * b) / 2) • comm (x * p + p * x) r := by
  -- with `b² = -(ib)²` both sides are polynomials in `a` and `ib`
  have hb : (b : ℂ) ^ 2 = -(I * b) ^ 2 := by
    rw [mul_pow, Complex.I_sq]
    ring
  rw [dissipator, star_jump a b hx hp, hb]
  simp only [jump, comm, mul_add, add_mul, mul_sub, sub_mul, smul_mul_assoc, mul_smul_comm,
    mul_assoc]
  module
```

Q: The last commutator isn't in the Caldeira–Leggett equation.

A: It is absorbed into the Hamiltonian. For positive $m,\gamma,\theta$ take $a=\sqrt{4m\gamma\theta}$ and $b=\sqrt{\gamma/(4m\theta)}$. Then $a^2/2=2m\gamma\theta$, $b^2/2=\gamma/(8m\theta)$ and $ab=\sqrt{\gamma^2}=\gamma$. Using $H+\tfrac{\gamma}{2}(xp+px)$ in the Lindblad generator adds $-\tfrac{i\gamma}{2}[xp+px,r]$, which cancels the unwanted term. What remains is Caldeira–Leggett plus $-\tfrac{\gamma}{8m\theta}[p,[p,r]]$, a momentum term whose coefficient falls as $1/\theta$.

```lean
/-- For self-adjoint `x`, `p` and positive mass, damping rate and thermal energy, the
Caldeira-Leggett generator supplemented by `-(γ/(8mθ))[p, [p, r]]` is a Lindblad generator with
one jump operator and the Hamiltonian `H + (γ/2)(xp + px)`. -/
theorem caldeiraLeggett_completed [StarModule ℂ A] {m γ θ : ℝ}
    (hm : 0 < m) (hγ : 0 < γ) (hθ : 0 < θ) {x p : A}
    (hx : IsSelfAdjoint x) (hp : IsSelfAdjoint p) (H r : A) :
    caldeiraLeggett m γ θ H x p r - (γ / (8 * m * θ) : ℂ) • comm p (comm p r) =
      lindblad (H + (γ / 2 : ℂ) • (x * p + p * x))
        (jump (√(4 * m * γ * θ)) (√(γ / (4 * m * θ))) x p) r := by
  -- the two amplitudes have the required squares, and their product is the damping rate
  have ha : ((√(4 * m * γ * θ) : ℝ) : ℂ) ^ 2 = 4 * m * γ * θ := by
    exact_mod_cast Real.sq_sqrt (by positivity : (0 : ℝ) ≤ 4 * m * γ * θ)
  have hb : ((√(γ / (4 * m * θ)) : ℝ) : ℂ) ^ 2 = γ / (4 * m * θ) := by
    exact_mod_cast Real.sq_sqrt (by positivity : (0 : ℝ) ≤ γ / (4 * m * θ))
  have hr : √(4 * m * γ * θ) * √(γ / (4 * m * θ)) = γ := by
    have h : 4 * m * γ * θ * (γ / (4 * m * θ)) = γ ^ 2 := by field_simp
    rw [← Real.sqrt_mul (by positivity), h, Real.sqrt_sq hγ.le]
  have hab : ((√(4 * m * γ * θ) : ℝ) : ℂ) * ((√(γ / (4 * m * θ)) : ℝ) : ℂ) = γ := by
    exact_mod_cast hr
  rw [lindblad, dissipator_jump _ _ hx hp, ha, hb, hab]
  -- the added Hamiltonian cancels the commutator with `xp + px`
  simp only [caldeiraLeggett, comm, mul_add, add_mul, mul_sub, sub_mul, smul_mul_assoc,
    mul_smul_comm, mul_assoc]
  module
```

A Lindblad solver can therefore treat the completed equation for one coordinate with a single jump operator. The identity also holds in a truncated basis, provided that products such as $xp+px$ are formed from the truncated matrices.

Q: Is probability conserved?

A: Let $\tau$ be a linear functional with $\tau(uv)=\tau(vu)$, such as the matrix trace. The commutator gives zero, and $\tau(LrL^*)=\tau(L^*Lr)=\tau(rL^*L)$, so the dissipator gives zero too.

```lean
/-- Every linear functional with the cyclic property of the trace vanishes on the Lindblad
generator. -/
theorem trace_lindblad (τ : A →ₗ[ℂ] ℂ) (hτ : ∀ u v, τ (u * v) = τ (v * u)) (H L r : A) :
    τ (lindblad H L r) = 0 := by
  have h1 : τ (L * r * star L) = τ (star L * L * r) := by
    rw [hτ, ← mul_assoc]
  have h2 : τ (r * (star L * L)) = τ (star L * L * r) := hτ _ _
  simp only [lindblad, dissipator, comm, map_add, map_sub, map_smul, smul_eq_mul]
  rw [h1, h2, hτ H r]
  ring
```

Q: And positivity?

A: One consequence of the form is checked: how an empty subspace fills. Let $q$ be self-adjoint with $qr=rq=0$; think of a projector onto unoccupied states. Between two factors $q$, every term with $r$ at its left or right end vanishes. Only $qLrL^*q=(qL)r(qL)^*$ survives. If $r=ss^*$, this is $(qLs)(qLs)^*$, so the filling rate is non-negative.

```lean
/-- If a self-adjoint `q` satisfies `qr = rq = 0`, the Lindblad generator compressed by `q` is
`(qL) r (qL)*`. -/
theorem lindblad_empty_subspace {q r : A} (hq : IsSelfAdjoint q)
    (hqr : q * r = 0) (hrq : r * q = 0) (H L : A) :
    q * lindblad H L r * q = (q * L) * r * star (q * L) := by
  have h1 : ∀ y, q * (r * y) = 0 := fun y => by rw [← mul_assoc, hqr, zero_mul]
  -- only the term `L r L*` survives between the two factors `q`
  simp [lindblad, dissipator, comm, mul_add, add_mul, mul_sub, sub_mul, mul_assoc, h1, hrq,
    hq.star_eq]
```

Q: Does the original equation fail that test?

A: It does for a two-level example. Take $x=\sigma_x$ and $p=c\,\sigma_y$, with Pauli matrices and real $c$.

```lean
/-- A two-level position matrix. -/
def twoLevelX : Matrix (Fin 2) (Fin 2) ℂ := !![0, 1; 1, 0]

/-- A two-level momentum matrix of strength `c`. -/
def twoLevelP (c : ℝ) : Matrix (Fin 2) (Fin 2) ℂ := !![0, -(I * c); I * c, 0]
```

Both are self-adjoint, with $[x,p]=2ic\,\sigma_z$. This is not a canonical pair, so the example tests the generator's algebraic form, not a particle on a line.

```lean
/-- The two-level position and momentum matrices are self-adjoint, and their commutator is
diagonal with entries `2ic` and `-2ic`. -/
theorem twoLevel_witness (c : ℝ) :
    IsSelfAdjoint twoLevelX ∧ IsSelfAdjoint (twoLevelP c) ∧
      comm twoLevelX (twoLevelP c) = !![2 * I * c, 0; 0, -(2 * I * c)] := by
  refine ⟨?_, ?_, ?_⟩
  · change star twoLevelX = twoLevelX
    ext i j
    fin_cases i <;> fin_cases j <;> simp [twoLevelX, Matrix.star_apply]
  · change star (twoLevelP c) = twoLevelP c
    ext i j
    fin_cases i <;> fin_cases j <;> simp [twoLevelP, Matrix.star_apply]
  · ext i j
    fin_cases i <;> fin_cases j <;>
      simp [comm, twoLevelX, twoLevelP] <;> ring
```

Occupy the first level, $r=\mathrm{diag}(1,0)$, and set $c=4m\theta$. Lean counts from 0, so the empty level is the entry `1 1`. There $[H,r]$ vanishes for any $H$. The entry of $[x,[x,r]]$ is $-2$, so noise contributes $+4m\gamma\theta$. Since $pr+rp=p$, friction contributes $-i\gamma(-2ic)=-2\gamma c=-8m\gamma\theta$. The total is $-4m\gamma\theta$, which for positive parameters drives an empty level towards negative population.

```lean
/-- Without the momentum double commutator, the Caldeira-Leggett generator with the two-level
matrices, momentum strength `4mθ` and any `H` gives the empty second level the population
rate `-4mγθ` when the first level is occupied. -/
theorem caldeiraLeggett_empty_level (m γ θ : ℝ) (H : Matrix (Fin 2) (Fin 2) ℂ) :
    caldeiraLeggett m γ θ H twoLevelX (twoLevelP (4 * m * θ)) !![1, 0; 0, 0] 1 1 =
      -(4 * m * γ * θ : ℂ) := by
  simp [caldeiraLeggett, comm, twoLevelX, twoLevelP, Matrix.mul_apply, Matrix.vecMul, dotProduct,
    Fin.sum_univ_two]
  linear_combination (8 * m * γ * θ : ℂ) * Complex.I_sq

end

end CaldeiraLeggettLindblad
```

Q: What does the momentum term do there?

A: The entry of $[p,[p,r]]$ is $-2c^2$, so the term adds $\tfrac{\gamma}{8m\theta}\,2c^2=4m\gamma\theta$, and the rate becomes zero.

```lean
#print axioms CaldeiraLeggettLindblad.caldeiraLeggett_completed
#print axioms CaldeiraLeggettLindblad.trace_lindblad
#print axioms CaldeiraLeggettLindblad.lindblad_empty_subspace
#print axioms CaldeiraLeggettLindblad.caldeiraLeggett_empty_level
```

```
'CaldeiraLeggettLindblad.caldeiraLeggett_completed' depends on axioms: [propext, Classical.choice, Quot.sound]
'CaldeiraLeggettLindblad.trace_lindblad' depends on axioms: [propext, Classical.choice, Quot.sound]
'CaldeiraLeggettLindblad.lindblad_empty_subspace' depends on axioms: [propext, Classical.choice, Quot.sound]
'CaldeiraLeggettLindblad.caldeiraLeggett_empty_level' depends on axioms: [propext, Classical.choice, Quot.sound]
```
